# For bosons with given negative hopping elements and density-density interaction on a finite connected graph, the ground-state density fixes the site potential up to a constant

**Q:** Put one boson on two sites with no hopping. The site potentials $(0,1)$ and $(0,2)$ both give the ground-state density $(1,0)$, so that density does not fix the potential, even up to a constant. What rules this out, and does the Lean statement capture it for real lattice bosons?

**A:** Hopping with negative matrix elements on a connected graph rules it out. The statement concerns ground states, defined here for any real matrix $A$.

```lean
import Mathlib

open Matrix
open scoped ComplexConjugate

namespace BoseHubbardHohenbergKohn

noncomputable section

variable {ι : Type*} [Fintype ι] [DecidableEq ι]

/-- The real part of `⟨ψ|A|ψ⟩`; for symmetric `A` and normalised `ψ` it is the expectation value of
`A`. -/
def energy (A : Matrix ι ι ℝ) (ψ : ι → ℂ) : ℝ :=
  (∑ n, ∑ m, conj (ψ n) * (A n m : ℂ) * ψ m).re

/-- A ground state is a normalised state of least energy among normalised states. -/
def IsGroundState (A : Matrix ι ι ℝ) (ψ : ι → ℂ) : Prop :=
  ∑ n, ‖ψ n‖ ^ 2 = 1 ∧ ∀ χ : ι → ℂ, ∑ n, ‖χ n‖ ^ 2 = 1 → energy A ψ ≤ energy A χ
```

`energy A ψ` is the real part of $\langle\psi|A|\psi\rangle$, which is the whole value when $A$ is symmetric, and `IsGroundState` means a normalised complex state of least energy. Nondegeneracy is not assumed.

**Q:** Amplitudes are complex. How do you control them?

**A:** Through their moduli $u_n=|\psi_n|$. Let $A$ be symmetric with $A_{nm}\le 0$ for $n\ne m$, and let $E$ be the ground-state energy. Since $\mathrm{Re}(\bar\psi_n\psi_m)\le u_nu_m$,
$$u\cdot Au\le\langle\psi|A|\psi\rangle=E,$$
so the normalised vector $u$ is also a minimiser. Let $y=Au-Eu$. For every real $t$,
$$0\le (u+ty)\cdot(A-E)(u+ty)=2t\,y\cdot y+t^2\,y\cdot(A-E)y.$$
This forces $y=0$, hence $Au=Eu$.

`energy_norm_le` is the first inequality, taken term by term. `eigen_of_min` is the variation along $y$, finished with a discriminant, and `norm_eigen` combines them after normalising the trial vectors.

```lean
omit [DecidableEq ι] in
private lemma energy_ofReal (A : Matrix ι ι ℝ) (x : ι → ℝ) :
    energy A (fun n => (x n : ℂ)) = x ⬝ᵥ A *ᵥ x := by
  simp only [energy, Complex.re_sum, dotProduct, mulVec, Finset.mul_sum]
  refine Finset.sum_congr rfl fun n _ => Finset.sum_congr rfl fun m _ => ?_
  rw [Complex.conj_ofReal, ← Complex.ofReal_mul, ← Complex.ofReal_mul, Complex.ofReal_re]
  ring

private lemma energy_diagonal (A : Matrix ι ι ℝ) (d : ι → ℝ) (ψ : ι → ℂ) :
    energy (A + diagonal d) ψ = energy A ψ + ∑ n, d n * ‖ψ n‖ ^ 2 := by
  simp only [energy, Complex.re_sum, ← Finset.sum_add_distrib]
  refine Finset.sum_congr rfl fun n _ => ?_
  have h : d n * ‖ψ n‖ ^ 2 = ∑ m, if n = m then d n * ‖ψ n‖ ^ 2 else 0 := by simp
  rw [h, ← Finset.sum_add_distrib]
  refine Finset.sum_congr rfl fun m _ => ?_
  by_cases hnm : n = m
  · subst hnm
    simp [Complex.sq_norm, Complex.normSq_apply]
    ring
  · simp [hnm]

omit [DecidableEq ι] in
/-- If no off-diagonal entry is positive, replacing all amplitudes by their moduli does not
raise the energy. -/
theorem energy_norm_le {A : Matrix ι ι ℝ} (ho : ∀ n m, n ≠ m → A n m ≤ 0) (ψ : ι → ℂ) :
    energy A (fun n => (‖ψ n‖ : ℂ)) ≤ energy A ψ := by
  rw [energy_ofReal]
  simp only [energy, Complex.re_sum, dotProduct, mulVec, Finset.mul_sum]
  refine Finset.sum_le_sum fun n _ => Finset.sum_le_sum fun m _ => ?_
  have e : (conj (ψ n) * (A n m : ℂ) * ψ m).re = A n m * (conj (ψ n) * ψ m).re := by
    simp
    ring
  rw [e]
  by_cases hnm : n = m
  · subst hnm
    have h : (conj (ψ n) * ψ n).re = ‖ψ n‖ ^ 2 := by
      simp [Complex.sq_norm, Complex.normSq_apply]
    rw [h]
    exact le_of_eq (by ring)
  · have h := Complex.re_le_norm (conj (ψ n) * ψ m)
    rw [norm_mul, Complex.norm_conj] at h
    nlinarith [mul_le_mul_of_nonpos_left h (ho n m hnm)]

omit [DecidableEq ι] in
private lemma eigen_of_min {A : Matrix ι ι ℝ} (hA : A.IsSymm) {E : ℝ} {u : ι → ℝ}
    (hmin : ∀ x : ι → ℝ, E * (x ⬝ᵥ x) ≤ x ⬝ᵥ A *ᵥ x)
    (hu : u ⬝ᵥ A *ᵥ u ≤ E * (u ⬝ᵥ u)) : A *ᵥ u = E • u := by
  obtain ⟨y, hy⟩ : ∃ y, y = A *ᵥ u - E • u := ⟨_, rfl⟩
  have hyy : y ⬝ᵥ y = y ⬝ᵥ A *ᵥ u - E * (y ⬝ᵥ u) := by
    calc y ⬝ᵥ y = y ⬝ᵥ (A *ᵥ u - E • u) := by rw [← hy]
      _ = _ := by rw [dotProduct_sub, dotProduct_smul, smul_eq_mul]
  have hsym : u ⬝ᵥ A *ᵥ y = y ⬝ᵥ A *ᵥ u := by
    rw [Matrix.dotProduct_mulVec, ← Matrix.mulVec_transpose, hA.eq, dotProduct_comm]
  -- vary the state along the residual y
  have hq : ∀ t : ℝ, 0 ≤ (y ⬝ᵥ A *ᵥ y - E * (y ⬝ᵥ y)) * (t * t)
      + (2 * (y ⬝ᵥ A *ᵥ u - E * (y ⬝ᵥ u))) * t + 0 := by
    intro t
    have h := hmin (u + t • y)
    simp only [mulVec_add, mulVec_smul, add_dotProduct, dotProduct_add, smul_dotProduct,
      dotProduct_smul, smul_eq_mul] at h
    rw [hsym, dotProduct_comm u y] at h
    linarith
  have hd := discrim_le_zero hq
  unfold discrim at hd
  rw [← hyy] at hd
  have h0 : (y ⬝ᵥ y) ^ 2 = 0 := le_antisymm (by linarith) (sq_nonneg _)
  have hy0 : y = 0 := dotProduct_self_eq_zero.mp ((pow_eq_zero_iff two_ne_zero).mp h0)
  exact sub_eq_zero.mp (hy.symm.trans hy0)

omit [DecidableEq ι] in
/-- If a symmetric matrix has no positive off-diagonal entry, the moduli of a ground state solve the
stationary Schrödinger equation with the ground-state energy. -/
theorem norm_eigen {A : Matrix ι ι ℝ} (hA : A.IsSymm) (ho : ∀ n m, n ≠ m → A n m ≤ 0)
    {ψ : ι → ℂ} (hψ : IsGroundState A ψ) :
    A *ᵥ (fun n => ‖ψ n‖) = energy A ψ • (fun n => ‖ψ n‖) := by
  apply eigen_of_min hA
  · intro x
    rcases eq_or_ne x 0 with rfl | hx
    · simp
    have hp : 0 < x ⬝ᵥ x := lt_of_le_of_ne
      (Finset.sum_nonneg fun i _ => mul_self_nonneg (x i))
      (Ne.symm (mt dotProduct_self_eq_zero.mp hx))
    obtain ⟨s, hs, hs2⟩ : ∃ s : ℝ, 0 < s ∧ s ^ 2 = x ⬝ᵥ x :=
      ⟨√(x ⬝ᵥ x), Real.sqrt_pos.2 hp, Real.sq_sqrt hp.le⟩
    have hn : ∑ n, ‖(((s⁻¹ • x) n : ℝ) : ℂ)‖ ^ 2 = 1 := by
      have h : ∑ n, ‖(((s⁻¹ • x) n : ℝ) : ℂ)‖ ^ 2 = (s⁻¹ • x) ⬝ᵥ (s⁻¹ • x) :=
        Finset.sum_congr rfl fun n _ => by
          rw [Complex.norm_real, Real.norm_eq_abs, sq_abs, sq]
      rw [h, smul_dotProduct, dotProduct_smul, smul_eq_mul, smul_eq_mul, ← hs2]
      field_simp
    have h := hψ.2 _ hn
    rw [energy_ofReal, mulVec_smul, smul_dotProduct, dotProduct_smul, smul_eq_mul,
      smul_eq_mul] at h
    rw [← hs2]
    calc energy A ψ * s ^ 2 ≤ (s⁻¹ * (s⁻¹ * (x ⬝ᵥ A *ᵥ x))) * s ^ 2 :=
          mul_le_mul_of_nonneg_right h (sq_nonneg s)
      _ = x ⬝ᵥ A *ᵥ x := by field_simp
  · have h1 : (fun n => ‖ψ n‖) ⬝ᵥ (fun n => ‖ψ n‖) = 1 := by
      rw [← hψ.1]
      exact Finset.sum_congr rfl fun n _ => (sq _).symm
    rw [h1, mul_one, ← energy_ofReal]
    exact energy_norm_le ho ψ
```

**Q:** Where are the bosons, and what do you assume about their Hamiltonian?

**A:** `Config V N` contains the occupation vectors $n$ on the finite site set $V$ with $\sum_i n_i=N$. With $e_i$ denoting one boson on site $i$, `Move i j n m` says $n+e_j=m+e_i$. The density is $\rho_i=\sum_n n_i|\psi_n|^2$, and `withPotential` adds $\sum_i v_in_i$ to $H_0$, the hopping and interaction part of the Hamiltonian, which is held fixed.

`IsHopping` requires a real symmetric matrix with negative elements for single-boson moves along edges and no positive off-diagonal element. The sign condition stands for unfrustrated hopping; complex phases from a magnetic flux are not covered. The diagonal is arbitrary, so density-density interactions may have any sign and range.

```lean
variable {V : Type*} [Fintype V] [DecidableEq V] {N : ℕ} {G : SimpleGraph V}

/-- Occupation vectors of `N` bosons on the sites `V`. -/
abbrev Config (V : Type*) [Fintype V] [DecidableEq V] (N : ℕ) :=
  {n : V → ℕ // n ∈ Finset.piAntidiag Finset.univ N}

/-- For `i ≠ j`, `m` arises from `n` by moving one boson from site `i` to site `j`; for `i = j`, `m
= n`. -/
def Move (i j : V) (n m : Config V N) : Prop :=
  n.1 + Pi.single j 1 = m.1 + Pi.single i 1

/-- The site density of a many-boson state. -/
def density (ψ : Config V N → ℂ) (i : V) : ℝ := ∑ n, (n.1 i : ℝ) * ‖ψ n‖ ^ 2

/-- The Hamiltonian `H0` with the site potential `v` added. -/
def withPotential (H0 : Matrix (Config V N) (Config V N) ℝ) (v : V → ℝ) :
    Matrix (Config V N) (Config V N) ℝ :=
  H0 + diagonal fun n => ∑ i, v i * (n.1 i : ℝ)

/-- A real symmetric Hamiltonian with negative entries for single-boson moves along edges and
no positive off-diagonal entry; the diagonal is arbitrary. -/
structure IsHopping (G : SimpleGraph V) (H : Matrix (Config V N) (Config V N) ℝ) : Prop where
  symm : H.IsSymm
  hop : ∀ i j n m, G.Adj i j → Move i j n m → H n m < 0
  offDiag : ∀ n m, n ≠ m → H n m ≤ 0
```

**Q:** In my example the ground state misses a configuration. Can that happen here?

**A:** No. If $u_n=0$, row $n$ of the eigenvalue equation for such a Hamiltonian $H$ reads $\sum_{m\ne n}H_{nm}u_m=0$. No term is positive, so each vanishes, and $u_m=0$ for every $m$ one hop away.

On a connected graph, hops connect all configurations: `transport` carries a boson along a walk, and `hopping_connects` gathers all bosons on one site, starting from either configuration. Moves are reversible, so the zero spreads everywhere and contradicts normalisation. A site potential changes only the diagonal and preserves `IsHopping`.

```lean
private lemma sum_config (n : Config V N) : ∑ i, n.1 i = N :=
  (Finset.mem_piAntidiag.mp n.2).1

private lemma move_apply {i j : V} (hij : i ≠ j) {n m : Config V N} (h : Move i j n m) :
    n.1 i = m.1 i + 1 ∧ m.1 j = n.1 j + 1 := by
  have h1 := congrFun h i
  have h2 := congrFun h j
  simp only [Pi.add_apply, Pi.single_eq_same, Pi.single_eq_of_ne hij,
    Pi.single_eq_of_ne hij.symm] at h1 h2
  omega

private lemma exists_move (n : Config V N) (i j : V) (h : 0 < n.1 i) :
    ∃ m : Config V N, Move i j n m := by
  have hle : ∀ x, (Pi.single i 1 : V → ℕ) x ≤ n.1 x + (Pi.single j 1 : V → ℕ) x := by
    intro x
    rcases eq_or_ne x i with rfl | hx
    · rw [Pi.single_eq_same]
      omega
    · rw [Pi.single_eq_of_ne hx]
      exact Nat.zero_le _
  obtain ⟨m, hm⟩ : ∃ m : V → ℕ, n.1 + Pi.single j 1 = m + Pi.single i 1 :=
    ⟨fun x => n.1 x + (Pi.single j 1 : V → ℕ) x - (Pi.single i 1 : V → ℕ) x,
      funext fun x => (Nat.sub_add_cancel (hle x)).symm⟩
  have hs := congrArg (fun f : V → ℕ => ∑ x, f x) hm
  simp only [Pi.add_apply, Finset.sum_add_distrib, Finset.sum_pi_single', Finset.mem_univ,
    if_true] at hs
  have hn := sum_config n
  have hmN : ∑ x, m x = N := by omega
  exact ⟨⟨m, Finset.mem_piAntidiag.mpr ⟨hmN, fun i _ => Finset.mem_univ i⟩⟩, hm⟩

private lemma transport {P : Config V N → Prop}
    (hP : ∀ i j n m, G.Adj i j → Move i j n m → P n → P m) {i j : V} (p : G.Walk i j) :
    ∀ n m : Config V N, Move i j n m → P n → P m := by
  induction p with
  | nil =>
    intro n m h hn
    have e : n = m := Subtype.ext (add_right_cancel h)
    exact e ▸ hn
  | @cons a b c hab p ih =>
    intro n m h hn
    by_cases hac : a = c
    · subst hac
      have e : n = m := Subtype.ext (add_right_cancel h)
      exact e ▸ hn
    · obtain ⟨k, hk⟩ := exists_move n a b (by have := (move_apply hac h).1; omega)
      refine ih k m (funext fun x => ?_) (hP a b n k hab hk hn)
      have h1 := congrFun h x
      have h2 := congrFun hk x
      simp only [Pi.add_apply] at h1 h2 ⊢
      omega

/-- On a connected graph, a property of occupation vectors that survives every single-boson
move along an edge passes from any occupation vector to any other. -/
theorem hopping_connects (hG : G.Connected) {P : Config V N → Prop}
    (hP : ∀ i j n m, G.Adj i j → Move i j n m → P n → P m) (n m : Config V N)
    (hn : P n) : P m := by
  obtain ⟨i⟩ := hG.nonempty
  have tr : ∀ a b (k l : Config V N), Move a b k l → P k → P l := fun a b k l h hk => by
    obtain ⟨p⟩ := hG.preconnected a b
    exact transport hP p k l h hk
  -- gather all bosons on site i, one at a time
  have key : ∀ d (k : Config V N), k.1 i + d = N →
      ∃ c : Config V N, c.1 = Pi.single i N ∧ (P k ↔ P c) := by
    intro d
    induction d with
    | zero =>
      intro k hk
      refine ⟨k, funext fun x => ?_, Iff.rfl⟩
      have hs := Finset.add_sum_erase Finset.univ k.1 (Finset.mem_univ i)
      rw [sum_config k] at hs
      rcases eq_or_ne x i with rfl | hx
      · rw [Pi.single_eq_same]
        omega
      · rw [Pi.single_eq_of_ne hx]
        have h0 : ∑ y ∈ Finset.univ.erase i, k.1 y = 0 := by omega
        exact Finset.sum_eq_zero_iff.mp h0 x (Finset.mem_erase.mpr ⟨hx, Finset.mem_univ x⟩)
    | succ d ih =>
      intro k hk
      have hj : ∃ j, j ≠ i ∧ 0 < k.1 j := by
        by_contra hc
        have h0 : ∑ y ∈ Finset.univ.erase i, k.1 y = 0 := Finset.sum_eq_zero fun y hy =>
          Nat.eq_zero_of_not_pos fun hpos => hc ⟨y, Finset.ne_of_mem_erase hy, hpos⟩
        have hs := Finset.add_sum_erase Finset.univ k.1 (Finset.mem_univ i)
        rw [sum_config k] at hs
        omega
      obtain ⟨j, hji, hj⟩ := hj
      obtain ⟨l, hl⟩ := exists_move k j i hj
      obtain ⟨c, hc, hlc⟩ := ih l (by have := (move_apply hji hl).2; omega)
      exact ⟨c, hc, Iff.trans ⟨tr j i k l hl, tr i j l k hl.symm⟩ hlc⟩
  have hle : ∀ k : Config V N, k.1 i ≤ N := fun k => by
    have hs := Finset.add_sum_erase Finset.univ k.1 (Finset.mem_univ i)
    rw [sum_config k] at hs
    omega
  obtain ⟨c, hc, h1⟩ := key (N - n.1 i) n (by have := hle n; omega)
  obtain ⟨c', hc', h2⟩ := key (N - m.1 i) m (by have := hle m; omega)
  have e : c = c' := Subtype.ext (hc.trans hc'.symm)
  exact h2.mpr (e ▸ h1.mp hn)

private lemma IsHopping.withPotential {H0 : Matrix (Config V N) (Config V N) ℝ}
    (h : IsHopping G H0) (v : V → ℝ) : IsHopping G (withPotential H0 v) where
  symm := h.symm.add (Matrix.isSymm_diagonal _)
  hop i j n m hij hm := by
    have hne : n ≠ m := by
      rintro rfl
      have := (move_apply hij.ne hm).1
      omega
    simpa [BoseHubbardHohenbergKohn.withPotential, hne] using h.hop i j n m hij hm
  offDiag n m hne := by
    simpa [BoseHubbardHohenbergKohn.withPotential, hne] using h.offDiag n m hne

/-- On a connected graph, a ground state of a hopping Hamiltonian has a non-zero amplitude on
every occupation vector. -/
theorem groundState_ne_zero (hG : G.Connected) {H : Matrix (Config V N) (Config V N) ℝ}
    (hH : IsHopping G H) {ψ : Config V N → ℂ} (hψ : IsGroundState H ψ) (n : Config V N) :
    ψ n ≠ 0 := by
  intro hn
  have he := norm_eigen hH.symm hH.offDiag hψ
  -- a zero amplitude spreads along every hop
  have hz : ∀ m, ψ m = 0 := fun m => by
    refine hopping_connects hG (P := fun k => ψ k = 0) ?_ n m hn
    intro i j k l hij hm hk
    have h0 : ∑ x, H k x * ‖ψ x‖ = 0 := by
      have := congrFun he k
      simpa [mulVec, dotProduct, hk] using this
    have hle : ∀ x ∈ Finset.univ, H k x * ‖ψ x‖ ≤ 0 := fun x _ => by
      by_cases hx : k = x
      · subst hx
        simp [hk]
      · exact mul_nonpos_of_nonpos_of_nonneg (hH.offDiag k x hx) (norm_nonneg _)
    have hl := (Finset.sum_eq_zero_iff_of_nonpos hle).mp h0 l (Finset.mem_univ l)
    exact norm_eq_zero.mp ((mul_eq_zero.mp hl).resolve_left (hH.hop i j k l hij hm).ne)
  have h1 := hψ.1
  simp [hz] at h1
```

The same argument gives a neighbouring result, not formalised here: the ground state is unique up to a phase. Two independent ground states would have a normalised combination, again a ground state, that vanishes at one configuration.

**Q:** How does the density then determine the potential?

**A:** Let $\psi$ and $\varphi$ be ground states for $v$ and $w$ with the same density $\rho$. Minimality of $\psi$ gives
$$\langle\psi|H_0|\psi\rangle+\sum_i v_i\rho_i\le\langle\varphi|H_0|\varphi\rangle+\sum_i v_i\rho_i.$$
Cancel the potential terms and add $\sum_i w_i\rho_i$ to both sides: $\psi$ is also a ground state for $w$. With $E_v,E_w$ its energies in the two potentials,
$$(H_0u)_n+\sum_i v_in_iu_n=E_vu_n,\qquad (H_0u)_n+\sum_i w_in_iu_n=E_wu_n.$$
Subtract and divide by $u_n>0$:
$$\sum_i(v_i-w_i)n_i=E_v-E_w.$$
Putting all $N\ge1$ bosons on site $i$ gives $v_i-w_i=(E_v-E_w)/N$, the same for every $i$. In Lean, `hψw` is the exchange of minimisers, and the final `linear_combination` is the subtraction.

```lean
private lemma energy_withPotential (H0 : Matrix (Config V N) (Config V N) ℝ) (v : V → ℝ)
    (ψ : Config V N → ℂ) :
    energy (withPotential H0 v) ψ = energy H0 ψ + ∑ i, v i * density ψ i := by
  rw [withPotential, energy_diagonal]
  congr 1
  simp only [density, Finset.sum_mul, Finset.mul_sum]
  rw [Finset.sum_comm]
  exact Finset.sum_congr rfl fun i _ => Finset.sum_congr rfl fun n _ => by ring

/-- Hohenberg-Kohn uniqueness for lattice bosons: for at least one boson on a connected graph and a
fixed `H0` satisfying `IsHopping`, site potentials whose ground states have equal densities differ
by a constant. -/
theorem hohenberg_kohn (hG : G.Connected) (hN : 1 ≤ N)
    {H0 : Matrix (Config V N) (Config V N) ℝ} (hH : IsHopping G H0) {v w : V → ℝ}
    {ψ φ : Config V N → ℂ} (hψ : IsGroundState (withPotential H0 v) ψ)
    (hφ : IsGroundState (withPotential H0 w) φ) (hρ : density ψ = density φ) :
    ∃ c : ℝ, ∀ i, v i - w i = c := by
  -- equal densities make ψ a minimiser for w as well
  have hψw : IsGroundState (withPotential H0 w) ψ := by
    refine ⟨hψ.1, fun χ hχ => le_trans ?_ (hφ.2 χ hχ)⟩
    have h := hψ.2 φ hφ.1
    rw [energy_withPotential, energy_withPotential, hρ] at h
    rw [energy_withPotential, energy_withPotential, hρ]
    linarith
  have ev := norm_eigen (hH.withPotential v).symm (hH.withPotential v).offDiag hψ
  have ew := norm_eigen (hH.withPotential w).symm (hH.withPotential w).offDiag hψw
  refine ⟨(energy (withPotential H0 v) ψ - energy (withPotential H0 w) ψ) / N, fun i => ?_⟩
  -- compare both equations with all bosons on site i
  obtain ⟨c, hc⟩ : ∃ c : Config V N, c.1 = Pi.single i N :=
    ⟨⟨Pi.single i N, Finset.mem_piAntidiag.mpr
      ⟨by simp, fun i _ => Finset.mem_univ i⟩⟩, rfl⟩
  have hsum : ∀ z : V → ℝ, ∑ j, z j * (c.1 j : ℝ) = z i * N := fun z => by
    rw [hc, Finset.sum_eq_single i]
    · rw [Pi.single_eq_same]
    · intro j _ hj
      rw [Pi.single_eq_of_ne hj, Nat.cast_zero, mul_zero]
    · intro h
      exact absurd (Finset.mem_univ i) h
  have h1 := congrFun ev c
  have h2 := congrFun ew c
  rw [Pi.smul_apply, smul_eq_mul] at h1 h2
  nth_rewrite 1 [withPotential] at h1
  nth_rewrite 1 [withPotential] at h2
  rw [Matrix.add_mulVec, Pi.add_apply, Matrix.mulVec_diagonal, hsum] at h1 h2
  have hpos : ‖ψ c‖ ≠ 0 :=
    norm_ne_zero_iff.mpr (groundState_ne_zero hG (hH.withPotential v) hψ c)
  have hN0 : (N : ℝ) ≠ 0 := Nat.cast_ne_zero.mpr (by omega)
  rw [eq_div_iff hN0]
  apply mul_right_cancel₀ hpos
  linear_combination h1 - h2
```

**Q:** Is that all of density functional theory, and does it matter in code?

**A:** It is the uniqueness of the potential for this finite lattice model at fixed $N$. It constructs no density functional and does not show that every density comes from a potential.

The constant is truly free: a shift $c$ adds $cN$ to the energy of every normalised state. A code that inverts densities on such a lattice at fixed $N$ therefore meets a flat direction, which can be removed by imposing $\sum_i v_i=0$.

```lean
/-- Conversely, adding a constant to the site potential keeps every ground state. -/
theorem groundState_add_const {H0 : Matrix (Config V N) (Config V N) ℝ} {v : V → ℝ}
    {ψ : Config V N → ℂ} (hψ : IsGroundState (withPotential H0 v) ψ) (c : ℝ) :
    IsGroundState (withPotential H0 fun i => v i + c) ψ := by
  have hs : ∀ χ : Config V N → ℂ, ∑ n, ‖χ n‖ ^ 2 = 1 →
      energy (withPotential H0 fun i => v i + c) χ = energy (withPotential H0 v) χ + c * N := by
    intro χ hχ
    have hd : ∑ i, density χ i = N := by
      simp only [density]
      rw [Finset.sum_comm]
      simp only [← Finset.sum_mul, ← Nat.cast_sum, sum_config]
      rw [← Finset.mul_sum, hχ, mul_one]
    rw [energy_withPotential, energy_withPotential]
    simp only [add_mul, Finset.sum_add_distrib]
    rw [← Finset.mul_sum, hd]
    ring
  refine ⟨hψ.1, fun χ hχ => ?_⟩
  rw [hs ψ hψ.1, hs χ hχ]
  linarith [hψ.2 χ hχ]
```

**Q:** Does the actual Bose-Hubbard Hamiltonian qualify?

**A:** Yes, for hopping amplitude $t>0$ and any real on-site interaction $U$. Its diagonal is $\frac U2\sum_i n_i(n_i-1)$, and a hop from $i$ to $j$ has the element $-t\sqrt{n_i(n_j+1)}$, which is negative because $n_i\ge1$. The code writes $n_j+1$ as $m_j$, the occupation after the hop.

```lean
/-- The Bose-Hubbard Hamiltonian with hopping amplitude `t` and on-site interaction `U`. -/
def boseHubbard (G : SimpleGraph V) [DecidableRel G.Adj] (N : ℕ) (t U : ℝ) :
    Matrix (Config V N) (Config V N) ℝ := fun n m =>
  (if n = m then U / 2 * ∑ i, (n.1 i : ℝ) * ((n.1 i : ℝ) - 1) else 0) -
    t * ∑ i, ∑ j, if G.Adj i j ∧ n.1 + Pi.single j 1 = m.1 + Pi.single i 1
      then √((n.1 i : ℝ) * (m.1 j : ℝ)) else 0

/-- For positive hopping amplitude and any interaction, the Bose-Hubbard Hamiltonian is a
hopping Hamiltonian in the sense of `IsHopping`. -/
theorem boseHubbard_witness [DecidableRel G.Adj] {t : ℝ} (ht : 0 < t) (U : ℝ) :
    IsHopping G (boseHubbard G N t U) where
  symm := by
    refine Matrix.IsSymm.ext fun n m => ?_
    unfold boseHubbard
    congr 1
    · by_cases h : n = m
      · subst h
        rfl
      · rw [if_neg h, if_neg (Ne.symm h)]
    · congr 1
      rw [Finset.sum_comm]
      refine Finset.sum_congr rfl fun a _ => Finset.sum_congr rfl fun b _ => ?_
      rw [mul_comm (m.1 b : ℝ)]
      exact if_congr (and_congr (G.adj_comm b a) eq_comm) rfl rfl
  hop i j n m hij hm := by
    obtain ⟨h1, h2⟩ := move_apply hij.ne hm
    have hne : n ≠ m := by
      rintro rfl
      omega
    have h0 : ∀ a b, 0 ≤ (if G.Adj a b ∧ n.1 + Pi.single b 1 = m.1 + Pi.single a 1
        then √((n.1 a : ℝ) * (m.1 b : ℝ)) else 0) := fun a b => by
      split_ifs
      · exact Real.sqrt_nonneg _
      · exact le_rfl
    unfold boseHubbard
    rw [if_neg hne, zero_sub, neg_lt_zero]
    refine mul_pos ht (Finset.sum_pos' (fun a _ => Finset.sum_nonneg fun b _ => h0 a b)
      ⟨i, Finset.mem_univ i, Finset.sum_pos' (fun b _ => h0 i b) ⟨j, Finset.mem_univ j, ?_⟩⟩)
    rw [if_pos ⟨hij, hm⟩, h1, h2]
    exact Real.sqrt_pos.mpr (by positivity)
  offDiag n m hne := by
    unfold boseHubbard
    rw [if_neg hne, zero_sub, neg_nonpos]
    refine mul_nonneg ht.le (Finset.sum_nonneg fun a _ => Finset.sum_nonneg fun b _ => ?_)
    split_ifs
    · exact Real.sqrt_nonneg _
    · exact le_rfl

end

end BoseHubbardHohenbergKohn
```

```lean
#print axioms BoseHubbardHohenbergKohn.hohenberg_kohn
#print axioms BoseHubbardHohenbergKohn.groundState_add_const
```

```
'BoseHubbardHohenbergKohn.hohenberg_kohn' depends on axioms: [propext, Classical.choice, Quot.sound]
'BoseHubbardHohenbergKohn.groundState_add_const' depends on axioms: [propext, Classical.choice, Quot.sound]
```
